# A parabolic lower bound for the suppression function of a transient grating

The suppression function of a transient grating is defined here as S(x) = (3/2) ∫ m²/(1 + x²m²) dm, where the direction cosine m runs from −1 to 1 and x is a real parameter. The theorem `suppression_lower` states that S(x) ≥ 1 − (3/5)x² for every real x, not only for small x. The proof bounds the integrand from below by m² − x²m⁴, which holds because (m² − x²m⁴)(1 + x²m²) = m² − x⁴m⁶ ≤ m². Integrating this bound gives 2/3 − (2/5)x², and the factor 3/2 then yields the parabola.

An attempt in Lean 4 with a fault in it:

```lean
import Mathlib

open Filter Topology Set

namespace TransientGrating

noncomputable section

/-- The suppression function of a transient grating, as an integral over the direction
cosine `m`. -/
def suppression (x : ℝ) : ℝ := (3 / 2) * ∫ m in (-1 : ℝ)..1, m ^ 2 / (1 + x ^ 2 * m ^ 2)

/-- The angular integrand of the suppression function is continuous. -/
lemma kernel_continuous (x : ℝ) : Continuous (fun m : ℝ => m ^ 2 / (1 + x ^ 2 * m ^ 2)) := by
  refine Continuous.div (by fun_prop) (by fun_prop) (fun m => ?_)
  have h : 0 < 1 + x ^ 2 * m ^ 2 := by positivity
  exact h.ne'

/-- The suppression function lies above the parabola `1 - (3/5) x²`. -/
theorem suppression_lower (x : ℝ) : 1 - 3 / 5 * x ^ 2 ≤ suppression x := by
  have hc : Continuous (fun m : ℝ => m ^ 2 - x ^ 2 * m ^ 4) := by fun_prop
  have hI : ∫ m in (-1 : ℝ)..1, (m ^ 2 - x ^ 2 * m ^ 4) = 2 / 3 - x ^ 2 * (2 / 5) := by
    rw [intervalIntegral.integral_sub, intervalIntegral.integral_const_mul, integral_pow,
      integral_pow]
    · norm_num
    · exact Continuous.intervalIntegrable (by fun_prop) _ _
    · exact Continuous.intervalIntegrable (by fun_prop) _ _
  have h := intervalIntegral.integral_mono_on (a := -1) (b := 1) (by norm_num)
    (hc.intervalIntegrable _ _) ((kernel_continuous x).intervalIntegrable _ _)
    (fun m _ => by
      rw [le_div_iff₀ (by positivity)]
      have h6 : 0 ≤ x ^ 4 * m ^ 6 := by positivity
      linarith [show (m ^ 2 - x ^ 2 * m ^ 4) * (1 + x ^ 2 * m ^ 2)
        = m ^ 2 - x ^ 4 * m ^ 6 by ring])
  rw [hI] at h
  unfold suppression
  linarith

end

end TransientGrating
```

Messages:

```
Main.lean:29:5: error: typeclass instance problem is stuck
  MeasureTheory.IsLocallyFiniteMeasure ?m.371

Note: Lean will not try to resolve this typeclass instance problem because the fourth type argument to `MeasureTheory.IsLocallyFiniteMeasure` is a metavariable. This argument must be fully determined before Lean will try to resolve the typeclass.

Hint: Adding type annotations and supplying implicit arguments to functions can give Lean more information for typeclass resolution. For example, if you have a variable `x` that you intend to be a `Nat`, but Lean reports it as having an unresolved type like `?m`, replacing `x` with `(x : Nat)` can get typeclass resolution un-stuck.
```

The error is at `hc.intervalIntegrable`, which derives integrability from continuity and for that needs the measure to be locally finite. The lemma `intervalIntegral.integral_mono_on` holds for a general measure, which it takes as an implicit argument. In the failing file `h` is introduced without a stated type, and none of the arguments given says which measure is meant. The measure therefore stays a metavariable, the `?m.371` of the message, and Lean will not search for an `IsLocallyFiniteMeasure` instance for an unknown measure. The mathematics of the step is not at fault.

The repair writes out the inequality that `h` should prove. An integral written `∫ m in (-1 : ℝ)..1, …` with no measure named is taken with respect to the standard `volume`, so matching the lemma's conclusion with this statement fixes the measure, and the instance can be found. The stated type also fixes the endpoints, so dropping `(a := -1) (b := 1)` is mere tidying.

As a diff, the version that Lean accepts:

```diff
@@ -26,5 +26,7 @@
     · exact Continuous.intervalIntegrable (by fun_prop) _ _
     · exact Continuous.intervalIntegrable (by fun_prop) _ _
-  have h := intervalIntegral.integral_mono_on (a := -1) (b := 1) (by norm_num)
+  have h : ∫ m in (-1 : ℝ)..1, (m ^ 2 - x ^ 2 * m ^ 4)
+      ≤ ∫ m in (-1 : ℝ)..1, m ^ 2 / (1 + x ^ 2 * m ^ 2) :=
+    intervalIntegral.integral_mono_on (by norm_num)
     (hc.intervalIntegrable _ _) ((kernel_continuous x).intervalIntegrable _ _)
     (fun m _ => by
```
